# A rotation of two orbitals changes the sum-of-squares localisation functional only through their own diagonal elements

The localisation functional here is the sum of the squared diagonal elements of a finite family of real symmetric property matrices, written in a finite set of orbitals. The theorem `localisation_rotate` says what becomes of it when two distinct orbitals `p` and `q` are mixed by a real rotation through an angle `t`. The new value is the old one plus, for each matrix, the squares of the two new diagonal elements less the squares of the two old ones, with the new elements written out in terms of the old matrix. The proof writes each new diagonal element as a quadratic form in the coefficients of the rotated orbital, expands that form for `p` and `q`, and shows that all other diagonal elements stay as they were.

In Lean, a first try:

```lean
import Mathlib

open Matrix Filter Topology

namespace JacobiLocalisation

variable {n K : Type*} [Fintype n] [DecidableEq n] [Fintype K]

/-- Coefficients of orbital `b` after orbitals `p` and `q` are mixed by the angle `t`. -/
noncomputable def orbital (p q : n) (t : ℝ) (b : n) : n → ℝ :=
  if b = p then Real.cos t • (Pi.single p 1 : n → ℝ) + Real.sin t • (Pi.single q 1 : n → ℝ)
  else if b = q then
    (-Real.sin t) • (Pi.single p 1 : n → ℝ) + Real.cos t • (Pi.single q 1 : n → ℝ)
  else Pi.single b 1

/-- The pair rotation matrix, whose columns are the rotated orbitals. -/
noncomputable def jacobi (p q : n) (t : ℝ) : Matrix n n ℝ :=
  Matrix.of fun a b => orbital p q t b a

/-- All property matrices expressed in the rotated orbitals. -/
noncomputable def rotate (p q : n) (t : ℝ) (Q : K → Matrix n n ℝ) : K → Matrix n n ℝ :=
  fun k => (jacobi p q t)ᵀ * Q k * jacobi p q t

/-- The localisation functional: the sum of squared diagonal elements of all matrices. -/
def localisation (Q : K → Matrix n n ℝ) : ℝ := ∑ k, ∑ a, (Q k a a) ^ 2

/-- For symmetric matrices and distinct orbitals `p` and `q`, the localisation functional after a
pair rotation, written in terms of the matrix elements before it. -/
theorem localisation_rotate {p q : n} (hpq : p ≠ q) {Q : K → Matrix n n ℝ}
    (hQ : ∀ k, (Q k).IsSymm) (t : ℝ) :
    localisation (rotate p q t Q) = localisation Q + ∑ k,
      ((Real.cos t ^ 2 * Q k p p + 2 * Real.cos t * Real.sin t * Q k p q
          + Real.sin t ^ 2 * Q k q q) ^ 2
        + (Real.sin t ^ 2 * Q k p p - 2 * Real.cos t * Real.sin t * Q k p q
          + Real.cos t ^ 2 * Q k q q) ^ 2 - Q k p p ^ 2 - Q k q q ^ 2) := by
  unfold localisation
  rw [← Finset.sum_add_distrib]
  refine Finset.sum_congr rfl fun k _ => ?_
  have hs : Q k q p = Q k p q := (hQ k).apply p q
  -- a diagonal element is the expectation value in the rotated orbital
  have hd : ∀ b, rotate p q t Q k b b = orbital p q t b ⬝ᵥ (Q k *ᵥ orbital p q t b) := by
    intro b
    simp only [rotate, Matrix.mul_assoc, Matrix.mul_apply, dotProduct, Matrix.mulVec,
      Matrix.transpose_apply, jacobi, Matrix.of_apply]
  have hf : ∀ x y : ℝ, (x • (Pi.single p 1 : n → ℝ) + y • (Pi.single q 1 : n → ℝ)) ⬝ᵥ
      (Q k *ᵥ (x • (Pi.single p 1 : n → ℝ) + y • (Pi.single q 1 : n → ℝ))) =
      x ^ 2 * Q k p p + 2 * x * y * Q k p q + y ^ 2 * Q k q q := by
    intro x y
    simp only [Matrix.mulVec_add, Matrix.mulVec_smul, add_dotProduct, dotProduct_add,
      smul_dotProduct, dotProduct_smul, Matrix.mulVec_single_one, single_one_dotProduct,
      Matrix.col_apply, smul_eq_mul, hs]
    ring
  have hp := hd p
  have hq := hd q
  simp only [orbital, ↓reduceIte, hf] at hp
  simp only [orbital, hpq.symm, ↓reduceIte, hf] at hq
  have ho : ∀ b, b ≠ p ∧ b ≠ q → rotate p q t Q k b b = Q k b b := by
    intro b hb
    rw [hd]
    simp [orbital, hb.1, hb.2]
  have hsum := Fintype.sum_eq_add (f := fun b => rotate p q t Q k b b ^ 2 - Q k b b ^ 2)
    p q hpq (fun b hb => by simp [ho b hb])
  simp only [Finset.sum_sub_distrib] at hsum
  rw [hp, hq] at hsum
  linarith

end JacobiLocalisation
```

The compiler's answer:

```
Main.lean:41:87: error: unsolved goals
n : Type u_1
K : Type u_2
inst✝² : Fintype n
inst✝¹ : DecidableEq n
inst✝ : Fintype K
p q : n
hpq : p ≠ q
Q : K → Matrix n n ℝ
hQ : ∀ (k : K), (Q k).IsSymm
t : ℝ
k : K
x✝ : k ∈ Finset.univ
hs : Q k q p = Q k p q
b : n
⊢ ∑ j, (∑ j_1, orbital p q t b j_1 * Q k j_1 j) * orbital p q t b j =
    ∑ x, orbital p q t b x * ∑ x_1, Q k x x_1 * orbital p q t b x_1
Main.lean:43:23: warning: This simp argument is unused:
  Matrix.mul_assoc

Hint: Omit it from the simp argument list.
  [apply] simp only [rotate, Matrix.mul_apply, dotProduct, Matrix.mulVec, Matrix.transpose_apply, jacobi,
    Matrix.of_apply]

Note: This linter can be disabled with `set_option linter.unusedSimpArgs false`
```

What went wrong. The error is in `hd`, which equates a diagonal element of the rotated matrix with a quadratic form. The goal left over is true, but its two sides are double sums bracketed differently: the left multiplies the orbital into `Q k` from the left first, the right applies `Q k` to the orbital first. Nothing in the `simp only` list distributes products over sums or exchanges the order of summation, so the two sides never meet.

`Matrix.mul_assoc` was there to prevent this, but the warning says it was never used. `Matrix.mul_apply` had already turned the outer product into a sum over entries, and no product of three matrices was left to rebracket.

The repair separates the two steps. The new `rw` first replaces the element by an entry of `(jacobi p q t)ᵀ * (Q k * jacobi p q t)`, an equality proved with `rotate` and `Matrix.mul_assoc` alone. Expanding the entries then gives the same nested sum as on the right. Dropping those two names from the later `simp only` is tidying, since their work is done by then.

Lean accepts the file once it reads:

```diff
@@ -41,5 +41,7 @@
   have hd : ∀ b, rotate p q t Q k b b = orbital p q t b ⬝ᵥ (Q k *ᵥ orbital p q t b) := by
     intro b
-    simp only [rotate, Matrix.mul_assoc, Matrix.mul_apply, dotProduct, Matrix.mulVec,
+    rw [show rotate p q t Q k b b = ((jacobi p q t)ᵀ * (Q k * jacobi p q t)) b b by
+      simp only [rotate, Matrix.mul_assoc]]
+    simp only [Matrix.mul_apply, dotProduct, Matrix.mulVec,
       Matrix.transpose_apply, jacobi, Matrix.of_apply]
   have hf : ∀ x y : ℝ, (x • (Pi.single p 1 : n → ℝ) + y • (Pi.single q 1 : n → ℝ)) ⬝ᵥ
```
